# Supersymmetric partner Hamiltonians A†A and AA† in finite dimension

## Physical setting

A complex m×n matrix A gives two Hermitian matrices, of different size when m ≠ n: H₋ = A†A (n×n) and H₊ = AA† (m×m). The natural guess that they always have the same spectrum is false: for A = (3, 4i), H₊ is the number 25, while H₋ also has the eigenvalue 0. The result below says where the guess holds.

The pair appears in a tight-binding model on a bipartite lattice with zero on-site energies and hopping only between the two sublattices: with A the hopping block, the squared Hamiltonian is block diagonal with blocks AA† and A†A. That reduction, like the numerical side remarks on the example other than its eigenvector at 25, is by hand and is not among the theorems. Supersymmetric quantum mechanics also treats differential operators; here A is a finite matrix, and the Witten index is the difference dim ker H₋ − dim ker H₊.

## Statement

1. Every eigenvalue of H₋ is real and nonnegative.
2. If E > 0, ⟨v|v⟩ = 1 and H₋v = Ev, then w = Av/√E has ⟨w|w⟩ = 1 and H₊w = Ew.
3. If E > 0 and H₋v = Ev, then ⟨Au/√E|Av/√E⟩ = ⟨u|v⟩ for every u, and A†w/√E = v for w = Av/√E.
4. For E ≠ 0 the levels of H₋ and H₊ at E have equal dimension.
5. H₋v = 0 exactly when Av = 0, and dim ker H₋ − dim ker H₊ = n − m.

## Derivation

Since (Au)† = u†A†, the adjoint moves across the overlap, ⟨u|A†y⟩ = ⟨Au|y⟩ for every y. With y = Av,

⟨u|H₋v⟩ = ⟨Au|Av⟩.

If H₋v = Ev this reads

E⟨u|v⟩ = ⟨Au|Av⟩.

For u = v ≠ 0, E is the ratio of ⟨Av|Av⟩ ≥ 0 to ⟨v|v⟩ > 0, which is (1). For E > 0, division by √E·√E gives the overlap in (3), and u = v gives the norm in (2). For E = 0 and u = v it gives ⟨Av|Av⟩ = 0, so Av = 0; conversely Av = 0 gives A†Av = 0.

Associativity gives H₊A = AA†A = AH₋, so

H₊(Av) = AH₋v = E(Av),

and dividing by √E completes (2). The return map is

A†(Av/√E)/√E = H₋v/E = v.

For (4) take any n×m matrix B and E ≠ 0. If BAx = Ex then AB(Ax) = A(BAx) = E(Ax), so A maps the level E of BA into that of AB. If also Ax = 0 then Ex = BAx = 0 and x = 0, so the map is injective and the first dimension is at most the second. The choice B = A†, then the same with the roles of A and A† exchanged, gives both inequalities.

For the index let r = rank A. H₋ has the kernel of A, hence rank r; likewise H₊ has the rank of A†, which is r. Rank–nullity gives

dim ker H₋ = n − r,  dim ker H₊ = m − r,

and the difference is n − m.

## What the formal version assumes

States are functions `n → ℂ` on a finite index type, that is, components in a fixed orthonormal basis. `braket u v` is `star u ⬝ᵥ v`, conjugate-linear in the first slot; a non-orthogonal basis with an overlap matrix is not covered. `Aᴴ` is A†, `*ᵥ` is the action on a vector, `hMinus` and `hPlus` are H₋ and H₊, `level H E` is the subspace {v : Hv = Ev}, and `Module.finrank` is its dimension. In (5) the numbers n and m are `Fintype.card n` and `Fintype.card m`, subtracted in ℤ.

In `eigenvalue_real_nonneg` the eigenvalue is complex and `v ≠ 0` is assumed; reality is a conclusion, stated for H₋ only. In `susy_partner`, `braket_partner` and `partner_partner` the energy is real with `0 < E`, and the eigenvector is a hypothesis; no eigenbasis is constructed. Only `susy_partner` needs a unit v. The condition E > 0 cannot be relaxed to E ≥ 0: for A = (3, 4i) the unit vector (4i, −3)/5 has Av = 0, which no factor normalises.

In Lean 4 with Mathlib:

```lean
import Mathlib

open Matrix
open scoped ComplexOrder

namespace SusyPartners

noncomputable section

variable {m n : Type*} [Fintype m] [Fintype n]

/-- The overlap `⟨u|v⟩` of two states, conjugate-linear in `u`. -/
def braket (u v : n → ℂ) : ℂ := star u ⬝ᵥ v

/-- The partner Hamiltonian `H₋ = A† A`. -/
def hMinus (A : Matrix m n ℂ) : Matrix n n ℂ := Aᴴ * A

/-- The partner Hamiltonian `H₊ = A A†`. -/
def hPlus (A : Matrix m n ℂ) : Matrix m m ℂ := A * Aᴴ

/-- The partner state `A v / √E` of a state `v` at energy `E`. -/
def partner (A : Matrix m n ℂ) (E : ℝ) (v : n → ℂ) : m → ℂ :=
  ((Real.sqrt E : ℝ) : ℂ)⁻¹ • (A *ᵥ v)

/-- The level of `H` at energy `E`: the subspace of all states with `H v = E v`. -/
def level (H : Matrix n n ℂ) (E : ℂ) : Submodule ℂ (n → ℂ) where
  carrier := {v | H *ᵥ v = E • v}
  add_mem' := by
    intro a b ha hb
    have ha' : H *ᵥ a = E • a := ha
    have hb' : H *ᵥ b = E • b := hb
    show H *ᵥ (a + b) = E • (a + b)
    rw [mulVec_add, ha', hb', smul_add]
  zero_mem' := by
    show H *ᵥ (0 : n → ℂ) = E • (0 : n → ℂ)
    rw [mulVec_zero, smul_zero]
  smul_mem' := by
    intro c x hx
    have hx' : H *ᵥ x = E • x := hx
    show H *ᵥ (c • x) = E • (c • x)
    rw [mulVec_smul, hx']
    exact smul_comm _ _ _

/-- The adjoint moves across the overlap: `⟨u|A† w⟩ = ⟨A u|w⟩`. -/
theorem braket_adjoint (A : Matrix m n ℂ) (u : n → ℂ) (w : m → ℂ) :
    braket u (Aᴴ *ᵥ w) = braket (A *ᵥ u) w := by
  unfold braket
  rw [star_mulVec, dotProduct_mulVec]

/-- Matrix elements of `H₋`: `⟨u|A† A v⟩ = ⟨A u|A v⟩`. -/
theorem braket_hMinus (A : Matrix m n ℂ) (u v : n → ℂ) :
    braket u (hMinus A *ᵥ v) = braket (A *ᵥ u) (A *ᵥ v) := by
  rw [hMinus, ← mulVec_mulVec, braket_adjoint]

/-- Every eigenvalue of `H₋ = A† A` is real and nonnegative. -/
theorem eigenvalue_real_nonneg (A : Matrix m n ℂ) {E : ℂ} {v : n → ℂ}
    (hv0 : v ≠ 0) (hv : hMinus A *ᵥ v = E • v) : E.im = 0 ∧ 0 ≤ E.re := by
  -- E ⟨v|v⟩ = ⟨Av|Av⟩
  have h1 : E * braket v v = braket (A *ᵥ v) (A *ᵥ v) := by
    rw [← braket_hMinus, hv]
    unfold braket
    rw [dotProduct_smul, smul_eq_mul]
  have ha : 0 ≤ braket v v := dotProduct_star_self_nonneg v
  have hb : 0 ≤ braket (A *ᵥ v) (A *ᵥ v) := dotProduct_star_self_nonneg (A *ᵥ v)
  have hne : braket v v ≠ 0 := fun h0 => hv0 (dotProduct_star_self_eq_zero.mp h0)
  generalize braket (A *ᵥ v) (A *ᵥ v) = b at h1 hb
  generalize braket v v = a at h1 ha hne
  have har : 0 ≤ a.re := (Complex.le_def.mp ha).1
  have hai : a.im = 0 := (Complex.le_def.mp ha).2.symm
  have hbr : 0 ≤ b.re := (Complex.le_def.mp hb).1
  have hbi : b.im = 0 := (Complex.le_def.mp hb).2.symm
  have hpos : 0 < a.re :=
    lt_of_le_of_ne har (fun h0 => hne (Complex.ext h0.symm hai))
  have hre : E.re * a.re - E.im * a.im = b.re := by rw [← h1, Complex.mul_re]
  have him : E.re * a.im + E.im * a.re = b.im := by rw [← h1, Complex.mul_im]
  rw [hai] at hre
  rw [hai, hbi] at him
  constructor
  · have h2 : E.im * a.re = 0 := by linarith
    exact (mul_eq_zero.mp h2).resolve_right hpos.ne'
  · by_contra hneg
    have h3 := mul_neg_of_neg_of_pos (not_le.mp hneg) hpos
    linarith

/-- The intertwining relation `H₊ A = A H₋`. -/
theorem intertwine (A : Matrix m n ℂ) : hPlus A * A = A * hMinus A := by
  simp only [hPlus, hMinus, Matrix.mul_assoc]

/-- If `H₋ v = E v` with `E > 0`, then `⟨A u/√E | A v/√E⟩ = ⟨u|v⟩` for every state `u`. -/
theorem braket_partner (A : Matrix m n ℂ) {E : ℝ} (hE : 0 < E) (u : n → ℂ) {v : n → ℂ}
    (hv : hMinus A *ᵥ v = (E : ℂ) • v) :
    braket (partner A E u) (partner A E v) = braket u v := by
  have hs : ((Real.sqrt E : ℝ) : ℂ) * ((Real.sqrt E : ℝ) : ℂ) = (E : ℂ) := by
    rw [← Complex.ofReal_mul, Real.mul_self_sqrt hE.le]
  have key : ((Real.sqrt E : ℝ) : ℂ)⁻¹ * ((Real.sqrt E : ℝ) : ℂ)⁻¹ * (E : ℂ) = 1 := by
    rw [← mul_inv, hs]
    exact inv_mul_cancel₀ (Complex.ofReal_ne_zero.mpr hE.ne')
  have hstar : star (((Real.sqrt E : ℝ) : ℂ)⁻¹) = ((Real.sqrt E : ℝ) : ℂ)⁻¹ := by
    rw [← Complex.ofReal_inv]
    exact Complex.conj_ofReal _
  -- ⟨Au|Av⟩ = E ⟨u|v⟩
  have h1 : braket (A *ᵥ u) (A *ᵥ v) = (E : ℂ) * braket u v := by
    rw [← braket_hMinus, hv]
    unfold braket
    rw [dotProduct_smul, smul_eq_mul]
  -- the two factors 1/√E come out of the overlap
  have h2 : braket (partner A E u) (partner A E v)
      = ((Real.sqrt E : ℝ) : ℂ)⁻¹ *
        (((Real.sqrt E : ℝ) : ℂ)⁻¹ * braket (A *ᵥ u) (A *ᵥ v)) := by
    unfold partner braket
    simp only [star_smul, smul_dotProduct, dotProduct_smul, smul_eq_mul, hstar]
  rw [h2, h1]
  linear_combination (braket u v) * key

/-- Supersymmetric partners: if `v` is a unit eigenvector of `A† A` with eigenvalue `E > 0`,
then `A v/√E` is a unit eigenvector of `A A†` with the same eigenvalue. -/
theorem susy_partner (A : Matrix m n ℂ) {E : ℝ} (hE : 0 < E) {v : n → ℂ}
    (hunit : braket v v = 1) (hv : hMinus A *ᵥ v = (E : ℂ) • v) :
    braket (partner A E v) (partner A E v) = 1 ∧
      hPlus A *ᵥ partner A E v = (E : ℂ) • partner A E v := by
  constructor
  · rw [braket_partner A hE v hv, hunit]
  · -- H₊ A v = A H₋ v = E A v
    unfold partner
    rw [mulVec_smul, mulVec_mulVec, intertwine, ← mulVec_mulVec, hv, mulVec_smul]
    exact smul_comm _ _ _

/-- If `H₋ v = E v` with `E > 0`, applying `A†/√E` to the partner state `A v/√E`
returns `v`. -/
theorem partner_partner (A : Matrix m n ℂ) {E : ℝ} (hE : 0 < E) {v : n → ℂ}
    (hv : hMinus A *ᵥ v = (E : ℂ) • v) :
    partner Aᴴ E (partner A E v) = v := by
  have hs : ((Real.sqrt E : ℝ) : ℂ) * ((Real.sqrt E : ℝ) : ℂ) = (E : ℂ) := by
    rw [← Complex.ofReal_mul, Real.mul_self_sqrt hE.le]
  have key : ((Real.sqrt E : ℝ) : ℂ)⁻¹ * ((Real.sqrt E : ℝ) : ℂ)⁻¹ * (E : ℂ) = 1 := by
    rw [← mul_inv, hs]
    exact inv_mul_cancel₀ (Complex.ofReal_ne_zero.mpr hE.ne')
  have hv' : (Aᴴ * A) *ᵥ v = (E : ℂ) • v := hv
  unfold partner
  rw [mulVec_smul, mulVec_mulVec, smul_smul, hv', smul_smul, key, one_smul]

/-- A state is annihilated by `H₋ = A† A` exactly when it is annihilated by `A`. -/
theorem zero_mode_iff (A : Matrix m n ℂ) (v : n → ℂ) :
    hMinus A *ᵥ v = 0 ↔ A *ᵥ v = 0 := by
  constructor
  · intro h
    have h1 := braket_hMinus A v v
    rw [h] at h1
    unfold braket at h1
    rw [dotProduct_zero] at h1
    exact dotProduct_star_self_eq_zero.mp h1.symm
  · intro h
    rw [hMinus, ← mulVec_mulVec, h, mulVec_zero]

/-- For any rectangular `A`, `B` and `E ≠ 0`, the dimension of the level `E` of `B A` is at
most the dimension of the level `E` of `A B`. -/
theorem finrank_level_le (A : Matrix m n ℂ) (B : Matrix n m ℂ) {E : ℂ} (hE : E ≠ 0) :
    Module.finrank ℂ (level (B * A) E) ≤ Module.finrank ℂ (level (A * B) E) := by
  -- A maps one level into the other
  have hmap : ∀ x ∈ level (B * A) E, A.mulVecLin x ∈ level (A * B) E := by
    intro x hx
    have hx' : (B * A) *ᵥ x = E • x := hx
    show (A * B) *ᵥ (A *ᵥ x) = E • (A *ᵥ x)
    rw [mulVec_mulVec, Matrix.mul_assoc, ← mulVec_mulVec, hx', mulVec_smul]
  apply LinearMap.finrank_le_finrank_of_injective (f := A.mulVecLin.restrict hmap)
  -- and injectively: A x = 0 forces E x = 0
  rw [injective_iff_map_eq_zero]
  intro x hx0
  have h0 : A *ᵥ x.1 = 0 := congrArg Subtype.val hx0
  have hx' : (B * A) *ᵥ x.1 = E • x.1 := x.2
  rw [← mulVec_mulVec, h0, mulVec_zero] at hx'
  exact Subtype.ext ((smul_eq_zero.mp hx'.symm).resolve_left hE)

/-- At every energy `E ≠ 0` the levels of `H₋` and `H₊` have the same degeneracy. -/
theorem degeneracy_eq (A : Matrix m n ℂ) {E : ℂ} (hE : E ≠ 0) :
    Module.finrank ℂ (level (hMinus A) E) = Module.finrank ℂ (level (hPlus A) E) :=
  le_antisymm (finrank_level_le A Aᴴ hE) (finrank_level_le Aᴴ A hE)

/-- Witten index: the degeneracy of the zero level of `H₋` minus that of `H₊` equals the
number of columns minus the number of rows of `A`. -/
theorem witten_index (A : Matrix m n ℂ) :
    (Module.finrank ℂ (level (hMinus A) 0) : ℤ) - (Module.finrank ℂ (level (hPlus A) 0) : ℤ)
      = (Fintype.card n : ℤ) - (Fintype.card m : ℤ) := by
  have k1 : level (hMinus A) 0 = LinearMap.ker (hMinus A).mulVecLin := by
    ext x
    rw [LinearMap.mem_ker]
    show hMinus A *ᵥ x = (0 : ℂ) • x ↔ hMinus A *ᵥ x = 0
    rw [zero_smul]
  have k2 : level (hPlus A) 0 = LinearMap.ker (hPlus A).mulVecLin := by
    ext x
    rw [LinearMap.mem_ker]
    show hPlus A *ᵥ x = (0 : ℂ) • x ↔ hPlus A *ᵥ x = 0
    rw [zero_smul]
  -- both partners have the rank of A
  have q1 : Module.finrank ℂ (LinearMap.range (hMinus A).mulVecLin) = A.rank :=
    Matrix.rank_conjTranspose_mul_self A
  have q2 : Module.finrank ℂ (LinearMap.range (hPlus A).mulVecLin) = A.rank :=
    Matrix.rank_self_mul_conjTranspose A
  have c1 : Module.finrank ℂ (n → ℂ) = Fintype.card n := by simp
  have c2 : Module.finrank ℂ (m → ℂ) = Fintype.card m := by simp
  -- rank-nullity on each side
  have r1 : A.rank + Module.finrank ℂ (level (hMinus A) 0) = Fintype.card n := by
    rw [k1, ← q1, ← c1]
    exact LinearMap.finrank_range_add_finrank_ker _
  have r2 : A.rank + Module.finrank ℂ (level (hPlus A) 0) = Fintype.card m := by
    rw [k2, ← q2, ← c2]
    exact LinearMap.finrank_range_add_finrank_ker _
  omega

/-- The one by two matrix `A = (3, 4i)`. -/
def sampleA : Matrix (Fin 1) (Fin 2) ℂ := !![3, 4 * Complex.I]

/-- The state `v = (3/5, -4i/5)`. -/
def sampleV : Fin 2 → ℂ := ![3 / 5, -(4 / 5 * Complex.I)]

/-- For `A = (3, 4i)` the state `(3/5, -4i/5)` is a unit eigenvector of `A† A` with
eigenvalue `25`. -/
theorem susy_partner_witness :
    braket sampleV sampleV = 1 ∧
      hMinus sampleA *ᵥ sampleV = ((25 : ℝ) : ℂ) • sampleV := by
  constructor
  · have h3 : (starRingEnd ℂ) 3 = 3 := by apply Complex.ext <;> simp
    have h4 : (starRingEnd ℂ) 4 = 4 := by apply Complex.ext <;> simp
    have h5 : (starRingEnd ℂ) 5 = 5 := by apply Complex.ext <;> simp
    simp [braket, sampleV, dotProduct, Fin.sum_univ_succ, Complex.ext_iff, h3, h4, h5]
    norm_num
  · ext i
    fin_cases i <;>
      simp [hMinus, sampleA, sampleV, Matrix.mulVec, dotProduct, Matrix.mul_apply,
        Fin.sum_univ_succ, Complex.ext_iff] <;> norm_num

end

end SusyPartners
```

```lean
#print axioms SusyPartners.susy_partner
-- 'SusyPartners.susy_partner' depends on axioms: [propext, Classical.choice, Quot.sound]
#print axioms SusyPartners.zero_mode_iff
-- 'SusyPartners.zero_mode_iff' depends on axioms: [propext, Classical.choice, Quot.sound]
#print axioms SusyPartners.degeneracy_eq
-- 'SusyPartners.degeneracy_eq' depends on axioms: [propext, Classical.choice, Quot.sound]
#print axioms SusyPartners.witten_index
-- 'SusyPartners.witten_index' depends on axioms: [propext, Classical.choice, Quot.sound]
```

## Notes on the proof

`braket_adjoint` and `braket_hMinus` are the first two identities of the derivation. `eigenvalue_real_nonneg` names a = ⟨v|v⟩ and b = ⟨Av|Av⟩, reads 0 ≤ a and 0 ≤ b in the complex order as vanishing imaginary and nonnegative real parts, and splits Ea = b into components instead of dividing. The imaginary part gives Im E · Re a = 0; a negative Re E would make Re b negative.

In `braket_partner`, `h1` is E⟨u|v⟩ = ⟨Au|Av⟩, `h2` takes out the two real factors 1/√E, and `key` is (1/√E)(1/√E)E = 1. `susy_partner` uses it with u = v and rewrites the eigenvalue equation by `intertwine`. `partner_partner` uses `key` again, and `zero_mode_iff` sets the left side of `braket_hMinus` to zero.

`finrank_level_le` is the argument for general B: `hmap` is the inclusion, and the remainder shows that the restricted map has trivial kernel. `degeneracy_eq` applies it twice. `witten_index` identifies the zero levels with kernels, takes both ranks from Mathlib's `Matrix.rank_conjTranspose_mul_self` and `Matrix.rank_self_mul_conjTranspose` and not from `zero_mode_iff`, and subtracts the rank–nullity equations `r1` and `r2`. `susy_partner_witness` checks by components that for A = (3, 4i) the state (3/5, −4i/5) is a unit eigenvector of H₋ with E = 25.
